# A Jordan–Wigner hop keeps only the parity string strictly between its two sites

The Jordan–Wigner transformation turns the hopping terms \(c_p a_q\) of a lattice Hamiltonian into qubit operators, for use on a quantum computer or in an exact-diagonalisation program based on bit strings. Each fermion operator carries a string of signs reaching back to the first site, but in the product the part common to both strings cancels. For a finite set of modes in a fixed linear order, this gives the qubit form of every one-body hop, including the bond that closes a ring.

## Qubits, parities and fermions

Number the sites \(0,\dots,M-1\). On site \(p\), \(s_p\) lowers the qubit from occupied to empty and \(r_p\) raises it. They satisfy

\[
s_p^2=r_p^2=0,\qquad s_pr_p+r_ps_p=1,
\]

and operators on different sites commute. The site parity \(z_p=1-2r_ps_p\) is \(+1\) on an empty site and \(-1\) on an occupied one. Write

\[
S_{a,b}=\prod_{a\le k<b}z_k,\qquad Z_p=S_{0,p},\qquad a_p=Z_ps_p,\qquad c_p=Z_pr_p,
\]

where an empty product is 1.

## The hopping and boundary identities

For \(p<q<M\), the theorem `hopping` states

\[
c_pa_q=r_p\,S_{p+1,q}\,s_q,\qquad c_qa_p=s_p\,S_{p+1,q}\,r_q .
\]

For \(q=p+1\) the string is empty; sites that are neighbours on the lattice but not in the numbering keep a string. On a chain of \(m+1\) sites, `boundary_hopping` states

\[
c_ma_0=-P\,r_ms_0,\qquad P=S_{0,m+1},
\]

and this includes the single site \(m=0\). The theorem `anticommute` adds that fermion operators on two different sites anticommute; it does not treat two operators on the same site.

In Lean, `s` and `r` are sequences in an arbitrary ring `A`, and `QubitSites M s r` collects the site relations for indices below `M`. These relations are assumed: they say that each site is a two-level system and that different sites are independent. No adjoint is used, so \(r_p=s_p^\dagger\) is not required. The names `siteParity s r k`, `zString s r a b`, `annihilate s r p` and `create s r p` stand for \(z_k\), \(S_{a,b}\), \(a_p\) and \(c_p\). The theorem `qubitSites_witness` shows that the lowering and raising operators of an \(M\)-qubit register, acting on complex wave functions over bit strings, satisfy the relations; there `true` means occupied.

## Cancelling the strings

Start with one site and drop its index. The relations give

\[
rsr=r(sr+rs)-r^2s=r,\qquad srs=(sr+rs)s-rs^2=s .
\]

Hence \(z^2=1-4rs+4rsrs=1\), and

\[
\begin{aligned}
rz&=r-2r^2s=r, & zr&=r-2rsr=-r,\\
zs&=s-2rs^2=s, & sz&=s-2srs=-s .
\end{aligned}
\]

All parities commute with one another and square to one, so \(Z_p^2=1\). For \(p<q\), cut the longer string at \(p\):

\[
Z_q=Z_p\,z_p\,S_{p+1,q}
\quad\Longrightarrow\quad
Z_pZ_q=Z_qZ_p=z_p\,S_{p+1,q}.
\]

Now let \(x\) be \(r_p\) or \(s_p\), and \(y\) be \(r_q\) or \(s_q\). Both commute with \(Z_p\), \(x\) commutes with \(S_{p+1,q}\), and \(x\) commutes with \(y\). Therefore

\[
\begin{aligned}
(Z_px)(Z_qy)&=xZ_pZ_qy=x\,z_p\,S_{p+1,q}\,y,\\
(Z_qy)(Z_px)&=Z_qZ_p\,yx=z_p\,S_{p+1,q}\,xy=z_p\,x\,S_{p+1,q}\,y .
\end{aligned}
\]

With \(x=r_p\), \(y=s_q\), the first line and \(r_pz_p=r_p\) give \(c_pa_q\). With \(x=s_p\), \(y=r_q\), the second line and \(z_ps_p=s_p\) give \(c_qa_p\). Since \(xz_p=-z_px\) for either choice of \(x\), the two lines always add to zero, which is anticommutation.

For the boundary, \(Z_0=1\) and \(P=Z_mz_m\), so

\[
P\,r_ms_0=Z_m(z_mr_m)s_0=-Z_mr_ms_0=-c_ma_0 .
\]

The same exchange argument gives the pair terms \(c_pc_q=r_pS_{p+1,q}r_q\) and \(a_pa_q=-s_pS_{p+1,q}s_q\) for \(p<q\). The minus sign in the second comes from \(s_pz_p=-s_p\).

## The sign in a bit-string program

Store a configuration as an integer `x` whose bit \(k\) is the occupation of site \(k\). For \(p<q\), the term \(c_pa_q\) acts when bit \(q\) is set and bit \(p\) is clear. It moves the particle and multiplies by \(-1\) if `x & ((1 << q) - (1 << (p + 1)))` has an odd number of set bits.

On a ring with \(N\) particles, \(P=(-1)^N\), and the boundary identity becomes \(r_ms_0=(-1)^{N+1}c_ma_0\). If the closing qubit term \(r_ms_0\) has the same coefficient as the terms \(r_{p+1}s_p\) along the chain, the closing fermion hop therefore has the same coefficient as the other hops for odd \(N\) (periodic boundary) and the opposite sign for even \(N\) (antiperiodic boundary).

## The complete Lean file

```lean
import Mathlib

noncomputable section

namespace JordanWignerStrings

variable {A : Type*} [Ring A] {s r : ℕ → A} {M : ℕ}

/-- Lowering operators `s p` and raising operators `r p` of `M` qubits: each pair obeys the
two-level relations on its site, and operators on different sites commute. -/
structure QubitSites (M : ℕ) (s r : ℕ → A) : Prop where
  lower_sq : ∀ p < M, s p * s p = 0
  raise_sq : ∀ p < M, r p * r p = 0
  anti : ∀ p < M, s p * r p + r p * s p = 1
  comm_ss : ∀ p < M, ∀ q < M, p ≠ q → Commute (s p) (s q)
  comm_rr : ∀ p < M, ∀ q < M, p ≠ q → Commute (r p) (r q)
  comm_sr : ∀ p < M, ∀ q < M, p ≠ q → Commute (s p) (r q)

/-- The site parity `z_k = 1 - 2 r_k s_k`. -/
def siteParity (s r : ℕ → A) (k : ℕ) : A := 1 - 2 * (r k * s k)

/-- The string of site parities `z_k` over `a ≤ k < b`, in increasing order;
an empty string is `1`. -/
def zString (s r : ℕ → A) (a : ℕ) : ℕ → A
  | 0 => 1
  | b + 1 => if a ≤ b then zString s r a b * siteParity s r b else 1

/-- The Jordan-Wigner annihilation operator `a_p = Z_p s_p`. -/
def annihilate (s r : ℕ → A) (p : ℕ) : A := zString s r 0 p * s p

/-- The Jordan-Wigner creation operator `c_p = Z_p r_p`. -/
def create (s r : ℕ → A) (p : ℕ) : A := zString s r 0 p * r p

/-- An operator that commutes with `s_k` and `r_k` commutes with the site parity `z_k`. -/
theorem commute_parity {x : A} {k : ℕ} (hs : Commute x (s k)) (hr : Commute x (r k)) :
    Commute x (siteParity s r k) := by
  have h := hr.mul_right hs
  simp only [siteParity, two_mul]
  exact (Commute.one_right x).sub_right (h.add_right h)

/-- An operator that commutes with every site parity in a string commutes with the string. -/
theorem commute_string {x : A} {a b : ℕ}
    (hk : ∀ k, a ≤ k → k < b → Commute x (siteParity s r k)) :
    Commute x (zString s r a b) := by
  induction b with
  | zero => exact Commute.one_right x
  | succ n ih =>
    rw [zString]
    split_ifs with ha
    · exact (ih fun k h1 h2 => hk k h1 (by omega)).mul_right (hk n ha (by omega))
    · exact Commute.one_right x

/-- On each qubit the parity squares to one, and it is absorbed by the raising and lowering
operators with a sign that depends on the order. -/
theorem site_rules (h : QubitSites M s r) {p : ℕ} (hp : p < M) :
    siteParity s r p * siteParity s r p = 1 ∧
    r p * siteParity s r p = r p ∧ siteParity s r p * r p = -r p ∧
    siteParity s r p * s p = s p ∧ s p * siteParity s r p = -s p := by
  have hs := h.lower_sq p hp
  have hr := h.raise_sq p hp
  have ha := h.anti p hp
  have rsr : r p * s p * r p = r p := by
    calc r p * s p * r p = r p * (s p * r p + r p * s p) - r p * r p * s p := by noncomm_ring
      _ = r p := by rw [ha, hr]; simp
  have srs : s p * r p * s p = s p := by
    calc s p * r p * s p = (s p * r p + r p * s p) * s p - r p * (s p * s p) := by noncomm_ring
      _ = s p := by rw [ha, hs]; simp
  unfold siteParity
  refine ⟨?_, ?_, ?_, ?_, ?_⟩
  · calc _ = 1 - 4 * (r p * s p) + 4 * (r p * s p * r p * s p) := by noncomm_ring
      _ = 1 := by rw [rsr]; simp
  · calc _ = r p - 2 * (r p * r p * s p) := by noncomm_ring
      _ = r p := by rw [hr]; simp
  · calc _ = r p - 2 * (r p * s p * r p) := by noncomm_ring
      _ = -r p := by rw [rsr]; noncomm_ring
  · calc _ = s p - 2 * (r p * (s p * s p)) := by noncomm_ring
      _ = s p := by rw [hs]; simp
  · calc _ = s p - 2 * (s p * r p * s p) := by noncomm_ring
      _ = -s p := by rw [srs]; noncomm_ring

/-- For `p < q` the common part of two Jordan-Wigner strings cancels, in either order:
what remains is `z_p` times the string strictly between the sites. -/
theorem string_overlap (h : QubitSites M s r) {p q : ℕ} (hpq : p < q) (hq : q < M) :
    zString s r 0 p * zString s r 0 q = siteParity s r p * zString s r (p + 1) q ∧
    zString s r 0 q * zString s r 0 p = siteParity s r p * zString s r (p + 1) q := by
  have zz : ∀ j < M, ∀ k < M, Commute (siteParity s r j) (siteParity s r k) := by
    intro j hj k hk
    rcases eq_or_ne j k with rfl | hjk
    · exact Commute.refl _
    · exact commute_parity
        (commute_parity (h.comm_ss k hk j hj hjk.symm) (h.comm_sr k hk j hj hjk.symm)).symm
        (commute_parity (h.comm_sr j hj k hk hjk).symm (h.comm_rr k hk j hj hjk.symm)).symm
  have step : ∀ n, zString s r 0 (n + 1) = zString s r 0 n * siteParity s r n := by
    intro n
    simp [zString]
  -- a string is its own inverse
  have sq : ∀ n, n ≤ M → zString s r 0 n * zString s r 0 n = 1 := by
    intro n
    induction n with
    | zero => intro _; simp [zString]
    | succ n ih =>
      intro hn
      have c : Commute (siteParity s r n) (zString s r 0 n) :=
        commute_string fun k _ hk => zz n (by omega) k (by omega)
      rw [step]
      calc _ = zString s r 0 n * (siteParity s r n * zString s r 0 n) * siteParity s r n := by
            simp only [mul_assoc]
        _ = (zString s r 0 n * zString s r 0 n) * (siteParity s r n * siteParity s r n) := by
            rw [c.eq]; simp only [mul_assoc]
        _ = 1 := by rw [ih (by omega), (site_rules h (by omega)).1, one_mul]
  -- cut the longer string at site p
  have split : ∀ n, p < n →
      zString s r 0 n = zString s r 0 p * (siteParity s r p * zString s r (p + 1) n) := by
    intro n
    induction n with
    | zero => intro hn; omega
    | succ n ih =>
      intro hn
      rcases (by omega : p = n ∨ p < n) with e | hlt
      · subst e
        simp [zString]
      · have hle : p + 1 ≤ n := hlt
        have e2 : zString s r (p + 1) (n + 1) =
            zString s r (p + 1) n * siteParity s r n := by
          simp only [zString, if_pos hle]
        rw [step, e2, ih hlt]
        simp only [mul_assoc]
  have cz : Commute (zString s r 0 p) (siteParity s r p) :=
    (commute_string fun k _ hk => zz p (by omega) k (by omega)).symm
  have cS : Commute (zString s r 0 p) (zString s r (p + 1) q) :=
    commute_string fun k _ hk =>
      (commute_string fun j _ hj => zz k (by omega) j (by omega)).symm
  have c := cz.mul_right cS
  constructor
  · rw [split q hpq, ← mul_assoc, sq p (by omega), one_mul]
  · rw [split q hpq, mul_assoc, ← c.eq, ← mul_assoc, sq p (by omega), one_mul]

/-- Let `x` commute with all site operators away from `p`, `y` with all those away from `q`,
and `x` with `y`. For `p < q`, the two orders of the dressed product differ only in the side
of `x` on which `z_p` stands. -/
theorem string_exchange (h : QubitSites M s r) {p q : ℕ} (hpq : p < q) (hq : q < M) {x y : A}
    (hx : ∀ k < M, k ≠ p → Commute x (s k) ∧ Commute x (r k))
    (hy : ∀ k < M, k ≠ q → Commute y (s k) ∧ Commute y (r k)) (hxy : Commute x y) :
    zString s r 0 p * x * (zString s r 0 q * y) =
      x * siteParity s r p * zString s r (p + 1) q * y ∧
    zString s r 0 q * y * (zString s r 0 p * x) =
      siteParity s r p * x * zString s r (p + 1) q * y := by
  obtain ⟨o1, o2⟩ := string_overlap h hpq hq
  have xZ : Commute x (zString s r 0 p) := commute_string fun k _ hk =>
    commute_parity (hx k (by omega) (by omega)).1 (hx k (by omega) (by omega)).2
  have xS : Commute x (zString s r (p + 1) q) := commute_string fun k _ hk =>
    commute_parity (hx k (by omega) (by omega)).1 (hx k (by omega) (by omega)).2
  have yZ : Commute y (zString s r 0 p) := commute_string fun k _ hk =>
    commute_parity (hy k (by omega) (by omega)).1 (hy k (by omega) (by omega)).2
  constructor
  · calc _ = x * zString s r 0 p * (zString s r 0 q * y) := by rw [xZ.eq]
      _ = x * (zString s r 0 p * zString s r 0 q) * y := by simp only [mul_assoc]
      _ = _ := by rw [o1]; simp only [mul_assoc]
  · calc _ = zString s r 0 q * (y * zString s r 0 p) * x := by simp only [mul_assoc]
      _ = (zString s r 0 q * zString s r 0 p) * (y * x) := by
          rw [yZ.eq]; simp only [mul_assoc]
      _ = siteParity s r p * zString s r (p + 1) q * (x * y) := by rw [o2, hxy.eq]
      _ = siteParity s r p * (zString s r (p + 1) q * x) * y := by simp only [mul_assoc]
      _ = _ := by rw [← xS.eq]; simp only [mul_assoc]

/-- Hopping between sites `p < q` leaves only the string strictly between them:
`c_p a_q = r_p (∏ z_k) s_q` and `c_q a_p = s_p (∏ z_k) r_q`, with `p < k < q`. -/
theorem hopping (h : QubitSites M s r) {p q : ℕ} (hpq : p < q) (hq : q < M) :
    create s r p * annihilate s r q = r p * zString s r (p + 1) q * s q ∧
    create s r q * annihilate s r p = s p * zString s r (p + 1) q * r q := by
  have hp : p < M := by omega
  obtain ⟨_, rz, _, zs, _⟩ := site_rules h hp
  have ls : ∀ i < M, ∀ k < M, k ≠ i → Commute (s i) (s k) ∧ Commute (s i) (r k) :=
    fun i hi k hk e => ⟨h.comm_ss i hi k hk e.symm, h.comm_sr i hi k hk e.symm⟩
  have lr : ∀ i < M, ∀ k < M, k ≠ i → Commute (r i) (s k) ∧ Commute (r i) (r k) :=
    fun i hi k hk e => ⟨(h.comm_sr k hk i hi e).symm, h.comm_rr i hi k hk e.symm⟩
  unfold create annihilate
  constructor
  · rw [(string_exchange h hpq hq (lr p hp) (ls q hq) (lr p hp q hq hpq.ne').1).1, rz]
  · rw [(string_exchange h hpq hq (ls p hp) (lr q hq) (ls p hp q hq hpq.ne').2).2, zs]

/-- Jordan-Wigner operators at two different sites `p < q` anticommute. -/
theorem anticommute (h : QubitSites M s r) {p q : ℕ} (hpq : p < q) (hq : q < M) :
    annihilate s r p * annihilate s r q + annihilate s r q * annihilate s r p = 0 ∧
    create s r p * create s r q + create s r q * create s r p = 0 ∧
    create s r p * annihilate s r q + annihilate s r q * create s r p = 0 ∧
    annihilate s r p * create s r q + create s r q * annihilate s r p = 0 := by
  have hp : p < M := by omega
  obtain ⟨_, rz, zr, zs, sz⟩ := site_rules h hp
  have ls : ∀ i < M, ∀ k < M, k ≠ i → Commute (s i) (s k) ∧ Commute (s i) (r k) :=
    fun i hi k hk e => ⟨h.comm_ss i hi k hk e.symm, h.comm_sr i hi k hk e.symm⟩
  have lr : ∀ i < M, ∀ k < M, k ≠ i → Commute (r i) (s k) ∧ Commute (r i) (r k) :=
    fun i hi k hk e => ⟨(h.comm_sr k hk i hi e).symm, h.comm_rr i hi k hk e.symm⟩
  unfold create annihilate
  refine ⟨?_, ?_, ?_, ?_⟩
  · obtain ⟨e1, e2⟩ := string_exchange h hpq hq (ls p hp) (ls q hq) (ls p hp q hq hpq.ne').1
    rw [e1, e2, sz, zs]; simp
  · obtain ⟨e1, e2⟩ := string_exchange h hpq hq (lr p hp) (lr q hq) (lr p hp q hq hpq.ne').2
    rw [e1, e2, rz, zr]; simp
  · obtain ⟨e1, e2⟩ := string_exchange h hpq hq (lr p hp) (ls q hq) (lr p hp q hq hpq.ne').1
    rw [e1, e2, rz, zr]; simp
  · obtain ⟨e1, e2⟩ := string_exchange h hpq hq (ls p hp) (lr q hq) (ls p hp q hq hpq.ne').2
    rw [e1, e2, sz, zs]; simp

/-- On a chain of `m + 1` sites, hopping from the first site to the last is
`c_m a_0 = -P r_m s_0`, where `P` is the product of all site parities. -/
theorem boundary_hopping {m : ℕ} (h : QubitSites (m + 1) s r) :
    create s r m * annihilate s r 0 = -(zString s r 0 (m + 1) * r m * s 0) := by
  obtain ⟨_, _, zr, _, _⟩ := site_rules h (Nat.lt_succ_self m)
  have e : zString s r 0 (m + 1) = zString s r 0 m * siteParity s r m := by simp [zString]
  -- the last parity meets the raising operator and gives the sign
  rw [e, mul_assoc (zString s r 0 m), zr]
  simp [create, annihilate, zString, mul_assoc]

/-- The lowering operator of qubit `p`, acting on wave functions over bit strings. -/
def lower {ι : Type*} [DecidableEq ι] (p : ι) : Module.End ℂ ((ι → Bool) → ℂ) where
  toFun ψ x := if x p then 0 else ψ (Function.update x p true)
  map_add' f g := by funext x; cases hx : x p <;> simp [hx]
  map_smul' c f := by funext x; cases hx : x p <;> simp [hx]

/-- The raising operator of qubit `p`, acting on wave functions over bit strings. -/
def raise {ι : Type*} [DecidableEq ι] (p : ι) : Module.End ℂ ((ι → Bool) → ℂ) where
  toFun ψ x := if x p then ψ (Function.update x p false) else 0
  map_add' f g := by funext x; cases hx : x p <;> simp [hx]
  map_smul' c f := by funext x; cases hx : x p <;> simp [hx]

/-- The lowering and raising operators of a register of `M` qubits satisfy the site relations. -/
theorem qubitSites_witness (M : ℕ) :
    QubitSites M (fun p => if h : p < M then lower (⟨p, h⟩ : Fin M) else 0)
      (fun p => if h : p < M then raise (⟨p, h⟩ : Fin M) else 0) := by
  constructor
  · intro p hp
    simp only [dif_pos hp]
    refine LinearMap.ext fun ψ => funext fun x => ?_
    cases hx : x ⟨p, hp⟩ <;> simp [lower, hx]
  · intro p hp
    simp only [dif_pos hp]
    refine LinearMap.ext fun ψ => funext fun x => ?_
    cases hx : x ⟨p, hp⟩ <;> simp [raise, hx]
  · intro p hp
    simp only [dif_pos hp]
    refine LinearMap.ext fun ψ => funext fun x => ?_
    have hu := Function.update_eq_self (⟨p, hp⟩ : Fin M) x
    cases hx : x ⟨p, hp⟩ <;> rw [hx] at hu <;> simp [lower, raise, hx, hu]
  -- flips of two different qubits can be done in either order
  all_goals
    intro p hp q hq hpq
    have hij : (⟨p, hp⟩ : Fin M) ≠ ⟨q, hq⟩ := fun e => hpq (congrArg Fin.val e)
    simp only [dif_pos hp, dif_pos hq]
    generalize (⟨p, hp⟩ : Fin M) = i at hij ⊢
    generalize (⟨q, hq⟩ : Fin M) = j at hij ⊢
    rw [commute_iff_eq]
    refine LinearMap.ext fun ψ => funext fun x => ?_
    cases hi : x i <;> cases hj : x j <;>
      simp [lower, raise, hi, hj, hij, hij.symm, Function.update_comm hij]

end JordanWignerStrings
```

```lean
#print axioms JordanWignerStrings.string_overlap
#print axioms JordanWignerStrings.hopping
#print axioms JordanWignerStrings.anticommute
#print axioms JordanWignerStrings.boundary_hopping
```

```
'JordanWignerStrings.string_overlap' depends on axioms: [propext, Classical.choice, Quot.sound]
'JordanWignerStrings.hopping' depends on axioms: [propext, Classical.choice, Quot.sound]
'JordanWignerStrings.anticommute' depends on axioms: [propext, Classical.choice, Quot.sound]
'JordanWignerStrings.boundary_hopping' depends on axioms: [propext, Quot.sound]
```

## From site rules to hopping in the proof

`commute_parity` and `commute_string` carry commutation from site operators to parities and then, by induction on the upper end, to strings. `site_rules` contains the one-site calculation: `noncomm_ring` expands the products, and the rewrites insert the site relations.

`string_overlap` is the cancellation. Inside it, `zz` says that parities commute, `sq` proves \(Z_n^2=1\) by induction, and `split` cuts the longer string at \(p\). The facts `cz` and `cS` then allow the two strings to be multiplied in either order.

`string_exchange` proves the two displayed lines for any `x` and `y` with the required commutation properties. In `hopping`, `ls` and `lr` supply these properties for lowering and raising operators; the first hop uses the first line with `rz`, the reverse hop the second line with `zs`. `anticommute` uses both lines for each of its four operator pairs.

`boundary_hopping` uses \(Z_0=1\), the last factor of \(P\) and the rule `zr`. It moves no operator past another site, which is why \(m=0\) is included. For the register, `qubitSites_witness` applies both sides of each relation to a wave function and checks the possible values of the bits involved.
